# An inverse-cube bound on the Coulomb energy between two separated neutral clusters

How large can the Coulomb energy between two separated neutral groups of charges, such as two distant molecules, be? To bound it, we model each group as a finite set of fixed point charges, with positions measured from a centre of its own. The first cluster has charges $q_i$ at $s_i$, the second has charges $p_j$ at $r+t_j$, and $r$ joins the centres. If both clusters are neutral, $\sum_iq_i=\sum_jp_j=0$, and if $\|s_i\|\le a$, $\|t_j\|\le b$ and $a+b<R=\|r\|$, then their mutual Coulomb energy in Gaussian units satisfies

$$\Bigl|\sum_{i,j}\frac{q_ip_j}{\|r+t_j-s_i\|}\Bigr|\le\frac{2\,\bigl(\sum_i|q_i|\|s_i\|\bigr)\bigl(\sum_j|p_j|\|t_j\|\bigr)}{(R-a-b)^3}.$$

For such fixed charges without periodic images, this bounds the error in the Coulomb energy when a simulation leaves out the interaction between two distant neutral groups; it does not bound the error in the forces. The step from a real molecule, with its spread-out and polarisable electron density, to fixed point charges is left to the user.

## Energy, moments and dipoles

```lean
import Mathlib

open Set

namespace ClusterClusterInteraction

noncomputable section

variable {E : Type*} [NormedAddCommGroup E] [InnerProductSpace ℝ E]
variable {ι κ : Type*} [Fintype ι] [Fintype κ]
```

`E` is the space of positions: any real inner-product space, ordinary three-dimensional space included. In other dimensions the potential is still $1/\|x\|$, not the solution of that dimension's Poisson equation. The finite types `ι` and `κ` label the charges of the two clusters.

```lean
/-- Mutual Coulomb energy (Gaussian units) of charges `q i` at `s i` and charges `p j` at `r + t j`;
physically meaningful when no `s i` equals any `r + t j`. -/
def clusterEnergy (q : ι → ℝ) (s : ι → E) (p : κ → ℝ) (t : κ → E) (r : E) : ℝ :=
  ∑ i, ∑ j, q i * p j / ‖r + t j - s i‖
```

A function `q : ι → ℝ` is a family of charges $q_i$, and `s : ι → E` a family of positions. The energy contains only pairs with one charge in each cluster. Gaussian units set the Coulomb constant to 1; in SI units both sides of the bound acquire the factor $1/(4\pi\varepsilon_0)$.

```lean
/-- First absolute moment of a cluster: the sum of `|charge| * distance from the centre`. -/
def firstMoment (q : ι → ℝ) (s : ι → E) : ℝ := ∑ i, |q i| * ‖s i‖
```

This is $\sum_i|q_i|\|s_i\|$. It is not the dipole moment $\sum_i q_is_i$: the absolute values prevent cancellation, and the result depends on the chosen centre.

```lean
/-- Inner product with `v` of the Coulomb field at `y ≠ 0` of a unit charge at the origin. -/
def fieldAlong (y v : E) : ℝ := inner ℝ y v / ‖y‖ ^ 3
```

`inner ℝ y v` is the dot product $y\cdot v$, so this is $F_v(y)=y\cdot v/\|y\|^3$. It is the field component along $v$ when $v$ is a unit vector, and is scaled by $\|v\|$ otherwise.

```lean
/-- Interaction energy of two point dipoles `u` and `v` with separation `y ≠ 0`. -/
def dipoleCoupling (y u v : E) : ℝ :=
  inner ℝ u v / ‖y‖ ^ 3 - 3 * inner ℝ y u * inner ℝ y v / ‖y‖ ^ 5
```

This is the familiar energy of point dipoles $u$ and $v$ at separation $y$:

$$D(y;u,v)=\frac{u\cdot v}{\|y\|^3}-\frac{3(y\cdot u)(y\cdot v)}{\|y\|^5}.$$

## From potential to dipole coupling by differentiation

```lean
/-- Along a straight line, the distance from the origin changes at the rate given by the
radial component of the velocity, at any point other than the origin. -/
theorem hasDerivAt_distance (x v : E) (τ : ℝ) (h : x + τ • v ≠ 0) :
    HasDerivAt (fun τ : ℝ => ‖x + τ • v‖) (inner ℝ (x + τ • v) v / ‖x + τ • v‖) τ := by
  have hl : HasDerivAt (fun τ : ℝ => x + τ • v) v τ := by
    simpa only [one_smul] using ((hasDerivAt_id' τ).smul_const v).const_add x
  have h2 := hl.norm_sq.sqrt (pow_ne_zero 2 (norm_ne_zero_iff.2 h))
  simp only [Real.sqrt_sq (norm_nonneg _)] at h2
  exact h2.congr_deriv (mul_div_mul_left _ _ two_ne_zero)
```

`HasDerivAt f f' τ` says that $f$ has derivative $f'$ at $\tau$, and `•` multiplies a vector by a number. With $y=x+\tau v\ne0$, differentiating $\|y\|^2$ gives $2y\cdot v$. The chain rule for the square root then gives $d\|y\|/d\tau=y\cdot v/\|y\|$, which is how the proof proceeds.

```lean
/-- Away from the origin, the derivative of the Coulomb potential along a line is minus the
field component along that line. -/
theorem hasDerivAt_potential (x v : E) (τ : ℝ) (h : x + τ • v ≠ 0) :
    HasDerivAt (fun τ : ℝ => ‖x + τ • v‖⁻¹) (-fieldAlong (x + τ • v) v) τ := by
  have hn : ‖x + τ • v‖ ≠ 0 := norm_ne_zero_iff.2 h
  refine ((hasDerivAt_distance x v τ h).inv hn).congr_deriv ?_
  unfold fieldAlong
  field_simp
```

The rule for a reciprocal gives

$$\frac{d}{d\tau}\frac1{\|y\|}=-\frac1{\|y\|^2}\,\frac{y\cdot v}{\|y\|}=-F_v(y).$$

```lean
/-- Away from the origin, the derivative of a Coulomb field component along a line is the
coupling of two point dipoles. -/
theorem hasDerivAt_field (x u v : E) (τ : ℝ) (h : x + τ • u ≠ 0) :
    HasDerivAt (fun τ : ℝ => fieldAlong (x + τ • u) v)
      (dipoleCoupling (x + τ • u) u v) τ := by
  have hn : ‖x + τ • u‖ ≠ 0 := norm_ne_zero_iff.2 h
  have hl : HasDerivAt (fun τ : ℝ => x + τ • u) u τ := by
    simpa only [one_smul] using ((hasDerivAt_id' τ).smul_const u).const_add x
  have hi : HasDerivAt (fun τ : ℝ => inner ℝ (x + τ • u) v) (inner ℝ u v) τ :=
    (hl.inner ℝ (hasDerivAt_const τ v)).congr_deriv (by simp)
  have hp : HasDerivAt (fun τ : ℝ => ‖x + τ • u‖ ^ 3)
      (3 * ‖x + τ • u‖ ^ 2 * (inner ℝ (x + τ • u) u / ‖x + τ • u‖)) τ :=
    ((hasDerivAt_distance x u τ h).fun_pow 3).congr_deriv (by norm_num)
  refine (hi.fun_div hp (pow_ne_zero 3 hn)).congr_deriv ?_
  unfold dipoleCoupling
  field_simp
```

Now move along $u$, with $y=x+\tau u$. The numerator $y\cdot v$ has derivative $u\cdot v$ (`hi`), and $\|y\|^3$ has derivative $3\|y\|\,(y\cdot u)$ (`hp`). The quotient rule gives

$$\frac{d}{d\tau}F_v(y)=\frac{u\cdot v}{\|y\|^3}-\frac{(y\cdot v)\,3\|y\|\,(y\cdot u)}{\|y\|^6}=D(y;u,v).$$

## How strongly two point dipoles can couple

```lean
/-- Two point dipoles at a distance of at least `ρ > 0` have an interaction energy of at most
`2 ‖u‖ ‖v‖ / ρ ^ 3` in absolute value. -/
theorem abs_dipoleCoupling_le (y u v : E) {ρ : ℝ} (hρ : 0 < ρ) (hy : ρ ≤ ‖y‖) :
    |dipoleCoupling y u v| ≤ 2 * ‖u‖ * ‖v‖ / ρ ^ 3 := by
  have hn : 0 < ‖y‖ := hρ.trans_le hy
  -- this vector is `‖y‖ ^ 2` times the mirror image of `u` in the axis `y`
  have hw : ‖(2 * inner ℝ y u) • y - (‖y‖ ^ 2) • u‖ = ‖y‖ ^ 2 * ‖u‖ := by
    refine (sq_eq_sq₀ (norm_nonneg _) (by positivity)).1 ?_
    rw [norm_sub_sq_real]
    simp only [norm_smul, real_inner_smul_left, real_inner_smul_right, mul_pow,
      Real.norm_eq_abs, sq_abs]
    ring
  have h1 := abs_le.1 (abs_real_inner_le_norm ((2 * inner ℝ y u) • y - (‖y‖ ^ 2) • u) v)
  rw [hw] at h1
  simp only [inner_sub_left, real_inner_smul_left] at h1
  have h2 : |‖y‖ ^ 2 * inner ℝ u v| ≤ ‖y‖ ^ 2 * (‖u‖ * ‖v‖) := by
    rw [abs_mul, abs_of_nonneg (sq_nonneg ‖y‖)]
    exact mul_le_mul_of_nonneg_left (abs_real_inner_le_norm u v) (sq_nonneg _)
  have h3 := abs_le.1 h2
  have hnum : |‖y‖ ^ 2 * inner ℝ u v - 3 * inner ℝ y u * inner ℝ y v|
      ≤ 2 * ‖u‖ * ‖v‖ * ‖y‖ ^ 2 :=
    abs_le.2 ⟨by linarith [h1.1, h1.2, h3.1, h3.2], by linarith [h1.1, h1.2, h3.1, h3.2]⟩
  have he : dipoleCoupling y u v =
      (‖y‖ ^ 2 * inner ℝ u v - 3 * inner ℝ y u * inner ℝ y v) / ‖y‖ ^ 5 := by
    unfold dipoleCoupling
    field_simp
  calc |dipoleCoupling y u v|
      = |‖y‖ ^ 2 * inner ℝ u v - 3 * inner ℝ y u * inner ℝ y v| / ‖y‖ ^ 5 := by
        rw [he, abs_div, abs_of_pos (pow_pos hn 5)]
    _ ≤ 2 * ‖u‖ * ‖v‖ * ‖y‖ ^ 2 / ‖y‖ ^ 5 := by gcongr
    _ = 2 * ‖u‖ * ‖v‖ / ‖y‖ ^ 3 := by field_simp
    _ ≤ 2 * ‖u‖ * ‖v‖ / ρ ^ 3 := by gcongr
```

The claim is $|D(y;u,v)|\le2\|u\|\|v\|/\rho^3$ whenever $\|y\|\ge\rho>0$. Set $w=2(y\cdot u)y-\|y\|^2u$. Then

$$\|w\|^2=4(y\cdot u)^2\|y\|^2-4(y\cdot u)^2\|y\|^2+\|y\|^4\|u\|^2=\|y\|^4\|u\|^2,$$

which is `hw`. The numerator of $D$ over the common denominator $\|y\|^5$ is

$$\|y\|^2u\cdot v-3(y\cdot u)(y\cdot v)=-\tfrac32\,w\cdot v-\tfrac12\|y\|^2u\cdot v.$$

By Cauchy–Schwarz (`h1` and `h2`), its size is at most $(\tfrac32+\tfrac12)\|y\|^2\|u\|\|v\|$. The tactic `linarith` finds this linear combination. Dividing by $\|y\|^5$ and using $\|y\|\ge\rho$ finishes the `calc` chain.

## Four corners of a parallelogram

```lean
/-- If the parallelogram at `x` with sides `u` and `v` stays at a distance of at least `ρ > 0`
from the origin, the mixed second difference of the Coulomb potential over its corners is at
most `2 ‖u‖ ‖v‖ / ρ ^ 3` in absolute value. -/
theorem abs_mixed_difference_le (x u v : E) {ρ : ℝ} (hρ : 0 < ρ)
    (h : ∀ σ ∈ Icc (0 : ℝ) 1, ∀ τ ∈ Icc (0 : ℝ) 1, ρ ≤ ‖x + τ • v + σ • u‖) :
    |(‖x + v + u‖⁻¹ - ‖x + v‖⁻¹) - (‖x + u‖⁻¹ - ‖x‖⁻¹)| ≤ 2 * ‖u‖ * ‖v‖ / ρ ^ 3 := by
  -- first mean value step: the field component changes little along `u`
  have key : ∀ τ ∈ Icc (0 : ℝ) 1,
      ‖fieldAlong (x + τ • v + u) v - fieldAlong (x + τ • v) v‖
        ≤ 2 * ‖u‖ * ‖v‖ / ρ ^ 3 := by
    intro τ hτ
    have := norm_image_sub_le_of_norm_deriv_le_segment_01'
      (f := fun σ : ℝ => fieldAlong (x + τ • v + σ • u) v)
      (f' := fun σ : ℝ => dipoleCoupling (x + τ • v + σ • u) u v)
      (C := 2 * ‖u‖ * ‖v‖ / ρ ^ 3)
      (fun σ hσ => (hasDerivAt_field (x + τ • v) u v σ
        (norm_pos_iff.1 (hρ.trans_le (h σ hσ τ hτ)))).hasDerivWithinAt)
      (fun σ hσ => abs_dipoleCoupling_le _ u v hρ (h σ ⟨hσ.1, hσ.2.le⟩ τ hτ))
    simpa only [one_smul, zero_smul, add_zero] using this
  -- second mean value step: integrate the field difference along `v`
  have hd : ∀ τ ∈ Icc (0 : ℝ) 1, HasDerivWithinAt
      (fun τ : ℝ => ‖x + u + τ • v‖⁻¹ - ‖x + τ • v‖⁻¹)
      (-fieldAlong (x + u + τ • v) v - -fieldAlong (x + τ • v) v) (Icc 0 1) τ := by
    intro τ hτ
    have h0 := h 0 ⟨le_rfl, zero_le_one⟩ τ hτ
    have h1 := h 1 ⟨zero_le_one, le_rfl⟩ τ hτ
    rw [zero_smul, add_zero] at h0
    rw [one_smul, add_right_comm] at h1
    exact ((hasDerivAt_potential (x + u) v τ (norm_pos_iff.1 (hρ.trans_le h1))).fun_sub
      (hasDerivAt_potential x v τ (norm_pos_iff.1 (hρ.trans_le h0)))).hasDerivWithinAt
  have := norm_image_sub_le_of_norm_deriv_le_segment_01' hd
    (C := 2 * ‖u‖ * ‖v‖ / ρ ^ 3) (fun τ hτ => by
      have hk := key τ ⟨hτ.1, hτ.2.le⟩
      rw [add_right_comm x (τ • v) u, norm_sub_rev] at hk
      rwa [neg_sub_neg])
  simpa only [one_smul, zero_smul, add_zero, Real.norm_eq_abs, add_right_comm x u v]
    using this
```

Write $\varphi(x)=1/\|x\|$ and $K=2\|u\|\|v\|/\rho^3$. The hypothesis `h` keeps every point $x+\tau v+\sigma u$, with $\sigma,\tau\in[0,1]$, at least $\rho$ from the origin. The conclusion is

$$|\varphi(x+v+u)-\varphi(x+v)-\varphi(x+u)+\varphi(x)|\le K.$$

Let $g(\tau)=\varphi(x+u+\tau v)-\varphi(x+\tau v)$, so the quantity inside the bars is $g(1)-g(0)$. Its derivative is

$$g'(\tau)=-\bigl[F_v(x+\tau v+u)-F_v(x+\tau v)\bigr].$$

Along the segment from $x+\tau v$ to $x+\tau v+u$, the derivative of $F_v$ is a dipole coupling of size at most $K$. The mean value inequality therefore gives $|g'(\tau)|\le K$ (`key`). Applied again, to $g$ with the derivative from `hd`, it gives $|g(1)-g(0)|\le K$.

## Neutrality and the energy bound

```lean
omit [InnerProductSpace ℝ E] in
/-- For two neutral clusters, the pair potential may be replaced by its mixed second
difference about the two centres without changing the energy. -/
theorem clusterEnergy_eq_of_neutral (q : ι → ℝ) (s : ι → E) (p : κ → ℝ) (t : κ → E) (r : E)
    (hq : ∑ i, q i = 0) (hp : ∑ j, p j = 0) :
    clusterEnergy q s p t r = ∑ i, ∑ j, q i * p j *
      ((‖r + t j + -s i‖⁻¹ - ‖r + t j‖⁻¹) - (‖r + -s i‖⁻¹ - ‖r‖⁻¹)) := by
  have h1 : ∑ i, ∑ j, q i * (p j * ‖r + t j‖⁻¹) = 0 := by
    rw [← Finset.sum_mul_sum, hq, zero_mul]
  have h2 : ∑ i, ∑ j, q i * (‖r + -s i‖⁻¹ - ‖r‖⁻¹) * p j = 0 := by
    rw [← Finset.sum_mul_sum, hp, mul_zero]
  rw [← sub_zero (clusterEnergy q s p t r), ← h1,
    ← sub_zero (clusterEnergy q s p t r - _), ← h2]
  simp only [clusterEnergy, ← Finset.sum_sub_distrib]
  refine Finset.sum_congr rfl fun i _ => Finset.sum_congr rfl fun j _ => ?_
  rw [sub_eq_add_neg (r + t j) (s i)]
  ring
```

For neutral clusters, the energy is unchanged when $\varphi(r+t_j-s_i)$ is replaced by

$$\Delta_{ij}=\varphi(r+t_j-s_i)-\varphi(r+t_j)-\varphi(r-s_i)+\varphi(r).$$

The subtracted terms sum to zero:

$$\sum_{i,j}q_ip_j\varphi(r+t_j)=\Bigl(\sum_iq_i\Bigr)\sum_jp_j\varphi(r+t_j)=0,$$

$$\sum_{i,j}q_ip_j[\varphi(r-s_i)-\varphi(r)]=\Bigl(\sum_jp_j\Bigr)\sum_iq_i[\varphi(r-s_i)-\varphi(r)]=0.$$

These are `h1` and `h2`, using the neutrality of the first and the second cluster respectively.

```lean
/-- Two neutral clusters of radii at most `a` and `b`, with centres separated by `r` and
`a + b < ‖r‖`, have a mutual Coulomb energy of at most twice the product of their first
absolute moments over `(‖r‖ - a - b) ^ 3`, in absolute value. -/
theorem abs_clusterEnergy_le (q : ι → ℝ) (s : ι → E) (p : κ → ℝ) (t : κ → E) (r : E)
    {a b : ℝ} (hq : ∑ i, q i = 0) (hp : ∑ j, p j = 0)
    (hs : ∀ i, ‖s i‖ ≤ a) (ht : ∀ j, ‖t j‖ ≤ b) (hr : a + b < ‖r‖) :
    |clusterEnergy q s p t r| ≤
      2 * firstMoment q s * firstMoment p t / (‖r‖ - a - b) ^ 3 := by
  have hρ : 0 < ‖r‖ - a - b := by linarith
  have shrink : ∀ c ∈ Icc (0 : ℝ) 1, ∀ z : E, ‖c • z‖ ≤ ‖z‖ := fun c hc z => by
    rw [norm_smul, Real.norm_of_nonneg hc.1]
    exact mul_le_of_le_one_left (norm_nonneg z) hc.2
  have pair : ∀ i j, |(‖r + t j + -s i‖⁻¹ - ‖r + t j‖⁻¹) - (‖r + -s i‖⁻¹ - ‖r‖⁻¹)|
      ≤ 2 * ‖s i‖ * ‖t j‖ / (‖r‖ - a - b) ^ 3 := by
    intro i j
    rw [← norm_neg (s i)]
    refine abs_mixed_difference_le r (-s i) (t j) hρ fun σ hσ τ hτ => ?_
    -- the triangle inequality keeps the two clusters apart
    have h1 := norm_sub_le (r + τ • t j + σ • (-s i)) (σ • (-s i))
    have h2 := norm_sub_le (r + τ • t j) (τ • t j)
    rw [add_sub_cancel_right] at h1 h2
    have h3 := shrink σ hσ (-s i)
    rw [norm_neg (s i)] at h3
    linarith [shrink τ hτ (t j), hs i, ht j]
  rw [clusterEnergy_eq_of_neutral q s p t r hq hp]
  calc _ ≤ ∑ i, ∑ j, |q i * p j *
        ((‖r + t j + -s i‖⁻¹ - ‖r + t j‖⁻¹) - (‖r + -s i‖⁻¹ - ‖r‖⁻¹))| :=
        (Finset.abs_sum_le_sum_abs _ _).trans
          (Finset.sum_le_sum fun i _ => Finset.abs_sum_le_sum_abs _ _)
    _ ≤ ∑ i, ∑ j, |q i| * |p j| * (2 * ‖s i‖ * ‖t j‖ / (‖r‖ - a - b) ^ 3) := by
        refine Finset.sum_le_sum fun i _ => Finset.sum_le_sum fun j _ => ?_
        rw [abs_mul, abs_mul]
        exact mul_le_mul_of_nonneg_left (pair i j) (by positivity)
    _ = 2 * firstMoment q s * firstMoment p t / (‖r‖ - a - b) ^ 3 := by
        unfold firstMoment
        rw [mul_assoc, Finset.sum_mul_sum, Finset.mul_sum, Finset.sum_div]
        refine Finset.sum_congr rfl fun i _ => ?_
        rw [Finset.mul_sum, Finset.sum_div]
        exact Finset.sum_congr rfl fun j _ => by ring
```

This is the bound stated at the start. `hq` and `hp` express neutrality, `hs` and `ht` bound the radii, and `hr` separates the clusters.

Put $x=r$, $u=-s_i$, $v=t_j$ and $\rho=R-a-b>0$ in the parallelogram estimate. The triangle inequality supplies its hypothesis:

$$\|r+\tau t_j-\sigma s_i\|\ge R-\tau\|t_j\|-\sigma\|s_i\|\ge R-a-b.$$

Hence $|\Delta_{ij}|\le2\|s_i\|\|t_j\|/\rho^3$, which is `pair`. The final `calc` sums over all pairs:

$$\sum_{i,j}|q_i||p_j|\frac{2\|s_i\|\|t_j\|}{\rho^3}=\frac{2}{\rho^3}\Bigl(\sum_i|q_i|\|s_i\|\Bigr)\Bigl(\sum_j|p_j|\|t_j\|\Bigr).$$

## Two collinear dipoles show that 2 is the best constant

```lean
/-- Two collinear dipoles of unit charges and length `ε`, with their negative ends facing each other
and their positive ends at distance 1, where `0 < ε < 1/2`, have energy
`2 ε ^ 2 / ((1 - ε) (1 - 2 ε))`. -/
theorem collinear_energy {ε : ℝ} (h0 : 0 < ε) (h1 : ε < 1 / 2) :
    clusterEnergy ![1, -1] ![0, ε] ![1, -1] ![0, -ε] (1 : ℝ) =
      2 * ε ^ 2 / ((1 - ε) * (1 - 2 * ε)) := by
  have e : clusterEnergy ![1, -1] ![0, ε] ![1, -1] ![0, -ε] (1 : ℝ) =
      1 / ‖(1 : ℝ)‖ + -1 / ‖1 + -ε‖ + (-1 / ‖1 - ε‖ + 1 / ‖1 + -ε - ε‖) := by
    simp [clusterEnergy, Fin.sum_univ_two]
  have n1 : ‖1 - ε‖ = 1 - ε := Real.norm_of_nonneg (by linarith)
  have n2 : ‖1 + -ε - ε‖ = 1 - 2 * ε := by
    rw [Real.norm_of_nonneg (by linarith)]
    ring
  have d1 : 1 - ε ≠ 0 := by linarith
  have d2 : 1 - 2 * ε ≠ 0 := by linarith
  rw [e, n2, ← sub_eq_add_neg, n1, norm_one]
  -- bring both sides to a common denominator
  rw [div_add_div _ _ one_ne_zero d1, div_add_div _ _ d1 d2,
    div_add_div _ _ (mul_ne_zero one_ne_zero d1) (mul_ne_zero d1 d2),
    div_eq_div_iff (mul_ne_zero (mul_ne_zero one_ne_zero d1) (mul_ne_zero d1 d2))
      (mul_ne_zero d1 d2)]
  ring
```

Here `E` is the real line, and `![1, -1]` lists two charges. The first cluster has $+1$ at $0$ and $-1$ at $\varepsilon$; the second has $+1$ at $1$ and $-1$ at $1-\varepsilon$. The letter $\varepsilon$ is now a length, and each centre sits on a positive charge, not at a midpoint. For $0<\varepsilon<\tfrac12$ the four pairs give

$$1-\frac2{1-\varepsilon}+\frac1{1-2\varepsilon}=\frac{2\varepsilon^2}{(1-\varepsilon)(1-2\varepsilon)}.$$

The proof evaluates the four distances and brings the fractions to a common denominator.

```lean
/-- The constant 2 is optimal: a constant `C` for which the cluster bound holds for all the
collinear dipole pairs of length `ε < 1/2` at distance 1 is at least 2. -/
theorem two_le_of_bound (C : ℝ)
    (h : ∀ ε : ℝ, 0 < ε → ε < 1 / 2 →
      |clusterEnergy ![1, -1] ![0, ε] ![1, -1] ![0, -ε] (1 : ℝ)| ≤
        C * firstMoment ![1, -1] ![0, ε] * firstMoment ![1, -1] ![0, -ε]
          / (‖(1 : ℝ)‖ - ε - ε) ^ 3) : 2 ≤ C := by
  have key : ∀ ε : ℝ, 0 < ε → ε < 1 / 2 → 2 * (1 - 2 * ε) ^ 2 ≤ C * (1 - ε) := by
    intro ε h0 h1
    have m1 : firstMoment ![1, -1] ![0, ε] = ε := by
      simp [firstMoment, Fin.sum_univ_two, abs_of_pos h0]
    have m2 : firstMoment ![1, -1] ![0, -ε] = ε := by
      simp [firstMoment, Fin.sum_univ_two, abs_of_pos h0]
    have hb := (le_abs_self _).trans (h ε h0 h1)
    have p1 : 0 < 1 - ε := by linarith
    have p2 : 0 < 1 - 2 * ε := by linarith
    have p3 : 0 < 1 - ε - ε := by linarith
    rw [collinear_energy h0 h1, m1, m2, norm_one,
      div_le_div_iff₀ (mul_pos p1 p2) (pow_pos p3 3)] at hb
    refine le_of_mul_le_mul_left ?_ (mul_pos (pow_pos h0 2) p2)
    linear_combination hb
  by_contra hC
  have hC2 : C < 2 := not_le.1 hC
  have hC0 : 0 < C := by
    have := key (1 / 4) (by norm_num) (by norm_num)
    norm_num at this
    linarith
  -- a dipole length proportional to `2 - C` violates the bound
  have := key ((2 - C) / 16) (by linarith) (by linarith)
  nlinarith [mul_pos hC0 (sub_pos.2 hC2)]

end

end ClusterClusterInteraction
```

Suppose the bound holds for all these pairs with $C$ in place of 2. Both first moments equal $\varepsilon$, and $a=b=\varepsilon$, so

$$\frac{2\varepsilon^2}{(1-\varepsilon)(1-2\varepsilon)}\le\frac{C\varepsilon^2}{(1-2\varepsilon)^3},\qquad\text{hence}\qquad 2(1-2\varepsilon)^2\le C(1-\varepsilon).$$

Letting $\varepsilon\to0$ gives $C\ge2$. Lean avoids the limit by assuming $C<2$. The choice $\varepsilon=\tfrac14$ first shows $C>0$. Then $\varepsilon=(2-C)/16$ gives

$$2(1-2\varepsilon)^2\ge2-8\varepsilon=1+\tfrac C2>C>C(1-\varepsilon),$$

a contradiction. Placing the same charges on a line in three-dimensional space leaves all distances unchanged, so the example applies there too.

```lean
#print axioms ClusterClusterInteraction.abs_clusterEnergy_le
#print axioms ClusterClusterInteraction.two_le_of_bound
```

```
'ClusterClusterInteraction.abs_clusterEnergy_le' depends on axioms: [propext, Classical.choice, Quot.sound]
'ClusterClusterInteraction.two_le_of_bound' depends on axioms: [propext, Classical.choice, Quot.sound]
```
